# The normalised density of exp(−Zr) at the nucleus is Z³/π in atomic units

In atomic units, exp(−Zr) is the unnormalised 1s function of the free non-relativistic one-electron atom with a fixed point nucleus of charge Z. The theorem takes this function for any real Z > 0, with r running over all positive radii. The contact density is defined as the function's squared value at r = 0 divided by 4π∫r²f(r)² dr, so the normalisation is built in, and the claim is that it equals Z³/π. The proof computes the integral as (1/(2Z))³ · 2, using Mathlib's Gamma-function formula for the integral of a power times an exponential, together with Γ(3) = 2. It then puts this value into the definition and simplifies.

An attempt in Lean 4 with a fault in it:

```lean
import Mathlib

open Set Filter Topology MeasureTheory

namespace FreeContactDensity

noncomputable section

/-- The radial function `exp(-Zr)` of the free one-electron atom. -/
def freeState (Z r : ℝ) : ℝ := Real.exp (-(Z * r))

/-- The normalised density at the nucleus of a spherical state `f` living on the radial
domain `S`, for `r² f²` integrable on `S` with non-zero integral. -/
def contactDensity (S : Set ℝ) (f : ℝ → ℝ) : ℝ :=
  f 0 ^ 2 / (4 * Real.pi * ∫ r in S, r ^ 2 * f r ^ 2)

/-- The contact density of the free atom is `Z³/π`, for `Z > 0`. -/
theorem free_contactDensity {Z : ℝ} (hZ : 0 < Z) :
    contactDensity (Ioi 0) (freeState Z) = Z ^ 3 / Real.pi := by
  have hG : Real.Gamma 3 = 2 := by
    rw [show (3 : ℝ) = ((2 : ℕ) : ℝ) + 1 by norm_num, Real.Gamma_nat_eq_factorial]
    norm_num [Nat.factorial]
  have h3 : (1 / (2 * Z)) ^ (3 : ℝ) = (1 / (2 * Z)) ^ 3 := by
    exact_mod_cast Real.rpow_natCast (1 / (2 * Z)) 3
  have hI : ∫ r in Ioi 0, r ^ 2 * freeState Z r ^ 2 = (1 / (2 * Z)) ^ 3 * 2 := by
    rw [← h3, ← hG, ← Real.integral_rpow_mul_exp_neg_mul_Ioi (by norm_num) (by positivity)]
    refine setIntegral_congr_fun measurableSet_Ioi fun r _ => ?_
    have he : freeState Z r ^ 2 = Real.exp (-(2 * Z * r)) := by
      unfold freeState
      rw [← Real.exp_nat_mul]
      congr 1
      push_cast
      ring
    simp only [he]
    rw [show (3 : ℝ) - 1 = 2 by norm_num, Real.rpow_two]
  have h0 : freeState Z 0 = 1 := by simp [freeState]
  have hpi := Real.pi_ne_zero
  rw [contactDensity, hI, h0]
  field_simp
  norm_num

end

end FreeContactDensity
```

The compiler's answer:

```
Main.lean:25:79: error: unsolved goals
Z : ℝ
hZ : 0 < Z
hG : Real.Gamma 3 = 2
h3 : (1 / (2 * Z)) ^ 3 = (1 / (2 * Z)) ^ 3
r : ℝ
x✝ : r ∈ Ioi 0
he : freeState Z r ^ 2 = Real.exp (-(2 * Z * r))
⊢ r ^ 2 * Real.exp (-(2 * Z * r)) = r ^ 2 * Real.exp (-(Real.Gamma 3 * Z * r))
```

As a diff, the version that Lean accepts:

```diff
@@ -24,5 +24,8 @@
     exact_mod_cast Real.rpow_natCast (1 / (2 * Z)) 3
   have hI : ∫ r in Ioi 0, r ^ 2 * freeState Z r ^ 2 = (1 / (2 * Z)) ^ 3 * 2 := by
-    rw [← h3, ← hG, ← Real.integral_rpow_mul_exp_neg_mul_Ioi (by norm_num) (by positivity)]
+    have key := Real.integral_rpow_mul_exp_neg_mul_Ioi
+      (show (0 : ℝ) < 3 by norm_num) (show 0 < 2 * Z by positivity)
+    rw [h3, hG] at key
+    rw [← key]
     refine setIntegral_congr_fun measurableSet_Ioi fun r _ => ?_
     have he : freeState Z r ^ 2 = Real.exp (-(2 * Z * r)) := by
```

Diagnosis. The error is an unsolved goal in `hI`: the two sides agree except that the exponential on the right has `Real.Gamma 3 * Z` where the left has `2 * Z`. The rewrite `← hG` was meant to turn only the final factor 2 into `Real.Gamma 3`, to fit the integral formula. But `rw` replaces every instance of the pattern, here the real number 2, so the 2 inside `1 / (2 * Z)` was changed too. The formula still matched, with `Real.Gamma 3 * Z` as its decay rate, and the discrepancy surfaced only at the end, where the closing `rw` could not finish by reflexivity.

The repair first states the formula as `key`, with the rate fixed as `2 * Z`. It then rewrites `key` with `h3` and `hG` from left to right, so that `hG` replaces `Real.Gamma 3` by 2 and leaves the rate alone. The right side of `key` is now exactly that of `hI`, and `rw [← key]` turns it into an integral with the right exponential.
